# Eigenvalues of the sum of all site transpositions for N spins one half

Let $P_{ij}$ exchange the spins at sites $i$ and $j$. On the $2^N$-dimensional space of $N$ spins one half, the eigenvalues of $T=\sum_{i<j}P_{ij}$ are exactly

$$\lambda_k=\binom N2-k(N+1-k),\qquad k=0,\dots,\lfloor N/2\rfloor,$$

and different $k$ in this range give different values.

## Spin projection with bit swaps

Dirac's identity $P_{ij}=2\,\mathbf S_i\cdot\mathbf S_j+\tfrac12$ (with $\hbar=1$) gives $\mathbf S^2=T-N(N-4)/4$, so $\lambda_k$ belongs to total spin $S=N/2-k$. In electronic structure this labels the spin states of $N$ singly occupied orbitals with fixed spatial occupation.

Take four such orbitals, with the creation operators in each determinant ordered by orbital. The spin patterns are 4-bit strings, and $P_{ij}$ swaps two bits. The eigenvalues of $T$ are 6, 2 and 0, for $S=2,1,0$. Since $T$ is Hermitian, a code can project an amplitude vector $c$ onto the singlets by computing $(T-6)(T-2)c/12$. The projection relies on the list of eigenvalues being complete.

The restriction to two states per site matters. Three spins one have a totally antisymmetric state with $T=-3$, while the formula for $N=3$ allows only 3 and 0.

## Derivation by raising the spin

Write $f(s)$ for the amplitude of the configuration whose down spins occupy the set $s$, and let $m=|s|$. The total raising operator is $(S^+f)(t)=\sum_{j\notin t}f(t\cup\{j\})$.

1. Relabelling the sites only reorders the sum in $S^+$, so $S^+$ commutes with each $P_{ij}$ and with $T$.

2. Suppose $S^+f$ vanishes on all configurations with $m-1$ down spins. The $\binom N2-m(N-m)$ pairs of equal spins each contribute $f(s)$ to $(Tf)(s)$. For each $i\in s$, the condition at $s\setminus\{i\}$ reads
$$f(s)+\sum_{j\notin s}f\big((s\setminus\{i\})\cup\{j\}\big)=0,$$
so the unequal pairs containing $i$ contribute $-f(s)$. Altogether
$$(Tf)(s)=\Big[\tbinom N2-m(N-m)-m\Big]f(s)=\lambda_m f(s).$$

3. Let $Tf=\mu f$ with $f(s)\neq0$. If step 2 applies, $\mu=\lambda_m$. Otherwise $S^+f$ is an eigenvector with the same $\mu$ and a nonzero amplitude at $m-1$ down spins. Repeating this ends at $m=0$ at the latest, so $\mu=\lambda_k$ for some $k\le m$.

4. Flipping all spins commutes with $T$, so one may start from $m\le N/2$.

5. Conversely, let $2k\le N$. For states with exactly $k$ down spins, $S^+f=0$ is a homogeneous system with $\binom Nk$ unknowns. For $k\ge1$ it has $\binom N{k-1}$ equations, which is fewer because $(N-k+1)/k>1$; for $k=0$ it has none. A nonzero solution exists, and by step 2 it has eigenvalue $\lambda_k$.

6. Finally, $\lambda_l-\lambda_k=(k-l)(N+1-k-l)$. The second factor is positive because $k+l\le N$, so equal values force $k=l$.

## Lean file

```lean
import Mathlib

open Finset

namespace TranspositionSpectrum

noncomputable section

variable {N : ℕ}

/-- A state of `N` spins one half: an amplitude for each of the `2^N` configurations, where a
configuration is given by the set of sites with spin down. -/
abbrev State (N : ℕ) := Finset (Fin N) → ℂ

/-- The site transposition `P_ij`, which exchanges the spins at sites `i` and `j`. -/
def exchange (i j : Fin N) : State N →ₗ[ℂ] State N where
  toFun f s := f (s.map (Equiv.swap i j).toEmbedding)
  map_add' _ _ := rfl
  map_smul' _ _ := rfl

/-- The sum of all site transpositions `P_ij` with `i < j`. -/
def classSum (N : ℕ) : Module.End ℂ (State N) :=
  ∑ i, ∑ j ∈ univ.filter (fun j => i < j), exchange i j

/-- The total spin raising operator, which turns one down spin up in all possible ways. -/
def raising : State N →ₗ[ℂ] State N where
  toFun f t := ∑ j ∈ tᶜ, f (insert j t)
  map_add' f g := by
    funext t
    simp only [Pi.add_apply, sum_add_distrib]
  map_smul' c f := by
    funext t
    simp only [Pi.smul_apply, smul_eq_mul, mul_sum, RingHom.id_apply]

/-- The number `C(N,2) - k(N+1-k)`. -/
def level (N k : ℕ) : ℂ := (N.choose 2 : ℂ) - k * (N + 1 - k)

/-- The amplitude of the transposition sum at a configuration, written out over pairs. -/
theorem classSum_apply (f : State N) (s : Finset (Fin N)) : classSum N f s =
    ∑ i, ∑ j, if i < j then f (s.map (Equiv.swap i j).toEmbedding) else 0 := by
  simp only [classSum, LinearMap.sum_apply, Finset.sum_apply]
  simp only [sum_filter, exchange, LinearMap.coe_mk, AddHom.coe_mk]

/-- The total raising operator commutes with the sum of all transpositions. -/
theorem raising_classSum (f : State N) :
    raising (classSum N f) = classSum N (raising f) := by
  have h (i j : Fin N) : raising (exchange i j f) = exchange i j (raising f) := by
    funext t
    simp only [raising, exchange, LinearMap.coe_mk, AddHom.coe_mk]
    generalize Equiv.swap i j = σ
    refine sum_equiv σ (fun l => ?_) (fun l _ => ?_)
    · simp only [mem_compl, mem_map_equiv, Equiv.symm_apply_apply]
    · simp only [Finset.map_insert, Equiv.coe_toEmbedding]
  simp only [classSum, LinearMap.sum_apply, map_sum, h]

/-- A sum over ordered pairs of sites without diagonal terms, collected over `i < j`. -/
theorem sum_pairs (A : Fin N → Fin N → ℂ) (h : ∀ i, A i i = 0) :
    ∑ i, ∑ j, (if i < j then A i j + A j i else 0) = ∑ i, ∑ j, A i j := by
  have e : ∑ i, ∑ j, (if i < j then A j i else 0) = ∑ i, ∑ j, if j < i then A i j else 0 :=
    sum_comm
  calc _ = ∑ i, ∑ j, (if i < j then A i j else 0) + ∑ i, ∑ j, (if i < j then A j i else 0) := by
        simp only [← sum_add_distrib]
        refine sum_congr rfl fun i _ => sum_congr rfl fun j _ => ?_
        by_cases hij : i < j <;> simp [hij]
    _ = _ := by
        rw [e]
        simp only [← sum_add_distrib]
        refine sum_congr rfl fun i _ => sum_congr rfl fun j _ => ?_
        rcases lt_trichotomy i j with hij | hij | hij
        · simp [hij, lt_asymm hij]
        · simp [hij, h]
        · simp [hij, lt_asymm hij]

/-- If the raised state vanishes on all configurations with one down spin fewer than `s`, the
transposition sum multiplies the amplitude at `s` by `C(N,2) - m(N+1-m)`, `m` the number of
down spins in `s`. -/
theorem classSum_of_raising (f : State N) (s : Finset (Fin N))
    (h : ∀ t, t.card + 1 = s.card → raising f t = 0) :
    classSum N f s = level N s.card * f s := by
  have hstep (i : Fin N) (hi : i ∈ s) :
      ∑ j ∈ sᶜ, f (s.map (Equiv.swap i j).toEmbedding) = -f s := by
    have h0 := h (s.erase i) (card_erase_add_one hi)
    simp only [raising, LinearMap.coe_mk, AddHom.coe_mk] at h0
    rw [compl_erase, sum_insert (by simpa using hi), insert_erase hi] at h0
    have e : ∑ j ∈ sᶜ, f (s.map (Equiv.swap i j).toEmbedding)
        = ∑ j ∈ sᶜ, f (insert j (s.erase i)) := by
      refine sum_congr rfl fun j hj => congrArg f ?_
      have hj : j ∉ s := mem_compl.mp hj
      have hij : i ≠ j := fun e => hj (e ▸ hi)
      ext x
      rw [mem_map_equiv, Equiv.symm_swap]
      by_cases h1 : x = i
      · simp [h1, hj, hij]
      · by_cases h2 : x = j
        · simp [h2, hi]
        · simp [Equiv.swap_apply_of_ne_of_ne h1 h2, h1, h2]
    rw [e]
    linear_combination h0
  have hsame (i j : Fin N) (hij : i ∈ s ↔ j ∈ s) :
      s.map (Equiv.swap i j).toEmbedding = s := by
    ext x
    rw [mem_map_equiv, Equiv.symm_swap]
    by_cases h1 : x = i
    · simp [h1, hij]
    · by_cases h2 : x = j
      · simp [h2, hij]
      · rw [Equiv.swap_apply_of_ne_of_ne h1 h2]
  -- equal spins contribute `f s`, unequal spins are counted from the down site
  obtain ⟨A, hA⟩ : ∃ A : Fin N → Fin N → ℂ, ∀ i j, A i j =
      f s / 2 - (if i = j then f s / 2 else 0) + (if i ∈ s ∧ j ∈ sᶜ then
        f (s.map (Equiv.swap i j).toEmbedding) - f s else 0) := ⟨_, fun _ _ => rfl⟩
  have hpair (i j : Fin N) (hij : i < j) :
      f (s.map (Equiv.swap i j).toEmbedding) = A i j + A j i := by
    rw [hA, hA, if_neg hij.ne, if_neg hij.ne', Equiv.swap_comm j i]
    by_cases hi : i ∈ s <;> by_cases hj : j ∈ s
    · rw [hsame i j (iff_of_true hi hj)]
      simp only [mem_compl, hi, hj, not_true_eq_false, and_false, if_false]
      ring
    · simp only [mem_compl, hi, hj, not_true_eq_false, not_false_eq_true, and_true, and_false,
        if_true, if_false]
      ring
    · simp only [mem_compl, hi, hj, not_true_eq_false, not_false_eq_true, and_true, and_false,
        if_true, if_false]
      ring
    · rw [hsame i j (iff_of_false hi hj)]
      simp only [hi, hj, false_and, if_false]
      ring
  have hc : (sᶜ.card : ℂ) = N - s.card := by
    have hle : s.card ≤ N := by simpa using card_le_univ s
    rw [card_compl, Fintype.card_fin, Nat.cast_sub hle]
  have hrow (i : Fin N) : ∑ j, A i j = (N * (f s / 2) - f s / 2)
      + if i ∈ s then -(N + 1 - s.card) * f s else 0 := by
    simp only [hA]
    rw [sum_add_distrib, sum_sub_distrib, sum_ite_eq, if_pos (mem_univ i), sum_const,
      card_univ, Fintype.card_fin, nsmul_eq_mul]
    congr 1
    by_cases hi : i ∈ s
    · simp only [hi, true_and, if_true, sum_ite_mem, univ_inter, sum_sub_distrib, hstep i hi,
        sum_const, nsmul_eq_mul, hc]
      ring
    · simp [hi]
  have hsum : classSum N f s = ∑ i, ∑ j, A i j := by
    rw [classSum_apply, ← sum_pairs A fun i => by simp [hA]]
    refine sum_congr rfl fun i _ => sum_congr rfl fun j _ => ?_
    by_cases hij : i < j
    · rw [if_pos hij, if_pos hij, hpair i j hij]
    · rw [if_neg hij, if_neg hij]
  rw [hsum, level, Nat.cast_choose_two]
  simp only [hrow, sum_add_distrib, sum_ite_mem, univ_inter, sum_const, card_univ,
    Fintype.card_fin, nsmul_eq_mul]
  ring

/-- An eigenvector of the transposition sum with a nonzero amplitude at `m` down spins has
eigenvalue `C(N,2) - k(N+1-k)` for some `k ≤ m`. -/
theorem exists_level (μ : ℂ) (m : ℕ) : ∀ (f : State N) (s : Finset (Fin N)),
    classSum N f = μ • f → s.card = m → f s ≠ 0 → ∃ k ≤ m, μ = level N k := by
  induction m using Nat.strong_induction_on with
  | _ m ih =>
    intro f s hf hm hs
    by_cases h : ∀ t, t.card + 1 = s.card → raising f t = 0
    · have e := congrFun hf s
      rw [classSum_of_raising f s h, Pi.smul_apply, smul_eq_mul, hm] at e
      exact ⟨m, le_rfl, mul_right_cancel₀ hs e.symm⟩
    · -- otherwise the raised state is an eigenvector, nonzero at some `t` with `m - 1` down spins
      simp only [not_forall] at h
      obtain ⟨t, ht, hne⟩ := h
      obtain ⟨k, hk, e⟩ := ih t.card (by omega) (raising f) t
        (by rw [← raising_classSum, hf, map_smul]) rfl hne
      exact ⟨k, by omega, e⟩

/-- For `2k ≤ N` there is a nonzero state with exactly `k` down spins that the total raising
operator annihilates. -/
theorem exists_highestWeight {k : ℕ} (hk : 2 * k ≤ N) :
    ∃ f : State N, f ≠ 0 ∧ (∀ s, s.card ≠ k → f s = 0) ∧ ∀ t, raising f t = 0 := by
  have c (n : ℕ) : (univ.filter fun s : Finset (Fin N) => s.card = n).card = N.choose n := by
    have e : (univ.filter fun s : Finset (Fin N) => s.card = n) = powersetCard n univ := by
      ext s
      simp [mem_powersetCard]
    rw [e, card_powersetCard, card_univ, Fintype.card_fin]
  -- there are more configurations with `k` down spins than with `k - 1`
  have hlt : Fintype.card {t : Finset (Fin N) // t.card + 1 = k}
      < Fintype.card {s : Finset (Fin N) // s.card = k} := by
    rw [Fintype.card_subtype, Fintype.card_subtype, c]
    cases k with
    | zero => simp
    | succ k =>
      simp only [add_left_inj, c]
      have e := Nat.choose_succ_right_eq N k
      have hd : k + 2 ≤ N - k := by omega
      have hp : 0 < N.choose k := Nat.choose_pos (by omega)
      generalize N - k = d at e hd
      by_contra hle
      nlinarith [Nat.mul_le_mul_left (N.choose k) hd,
        Nat.mul_le_mul_right (k + 1) (not_lt.mp hle)]
  let L : State N →ₗ[ℂ] ({s : Finset (Fin N) // ¬ s.card = k} → ℂ) ×
      ({t : Finset (Fin N) // t.card + 1 = k} → ℂ) :=
    (LinearMap.funLeft ℂ ℂ Subtype.val).prod
      ((LinearMap.funLeft ℂ ℂ Subtype.val).comp raising)
  have hL : ¬ Function.Injective L := fun hi => by
    have h0 := LinearMap.finrank_le_finrank_of_injective hi
    rw [Module.finrank_prod, Module.finrank_fintype_fun_eq_card,
      Module.finrank_fintype_fun_eq_card, Module.finrank_fintype_fun_eq_card] at h0
    have h1 := Fintype.card_subtype_compl fun s : Finset (Fin N) => s.card = k
    have h2 := Fintype.card_subtype_le fun s : Finset (Fin N) => s.card = k
    omega
  simp only [injective_iff_map_eq_zero, not_forall] at hL
  obtain ⟨f, hf, hne⟩ := hL
  have hz (s : Finset (Fin N)) (hs : s.card ≠ k) : f s = 0 :=
    congrFun (congrArg Prod.fst hf) ⟨s, hs⟩
  refine ⟨f, hne, hz, fun t => ?_⟩
  by_cases ht : t.card + 1 = k
  · exact congrFun (congrArg Prod.snd hf) ⟨t, ht⟩
  · simp only [raising, LinearMap.coe_mk, AddHom.coe_mk]
    refine sum_eq_zero fun j hj => hz _ ?_
    rw [card_insert_of_notMem (mem_compl.mp hj)]
    exact ht

/-- The eigenvalues of the sum of all transpositions of `N` spins one half are exactly the
numbers `C(N,2) - k(N+1-k)` with `k = 0, ..., ⌊N/2⌋`. -/
theorem hasEigenvalue_classSum_iff (N : ℕ) (μ : ℂ) :
    Module.End.HasEigenvalue (classSum N) μ ↔
      ∃ k ≤ N / 2, μ = (N.choose 2 : ℂ) - k * (N + 1 - k) := by
  constructor
  · intro h
    obtain ⟨f, hf⟩ := h.exists_hasEigenvector
    have he : classSum N f = μ • f := hf.apply_eq_smul
    obtain ⟨s, hs⟩ := Function.ne_iff.mp hf.2
    by_cases hm : s.card ≤ N / 2
    · obtain ⟨k, hk, e⟩ := exists_level μ _ f s he rfl hs
      exact ⟨k, hk.trans hm, by rw [e, level]⟩
    · -- flip all spins to reach a configuration with at most `N/2` down spins
      have hflip (t : Finset (Fin N)) (σ : Equiv.Perm (Fin N)) :
          (t.map σ.toEmbedding)ᶜ = tᶜ.map σ.toEmbedding := by
        ext x
        simp only [mem_compl, mem_map_equiv]
      have hg : classSum N (fun t => f tᶜ) = μ • fun t => f tᶜ := by
        funext t
        have ht := congrFun he tᶜ
        rw [classSum_apply, Pi.smul_apply] at ht ⊢
        simp only [hflip]
        exact ht
      obtain ⟨k, hk, e⟩ := exists_level μ _ (fun t => f tᶜ) sᶜ hg rfl
        (by simpa only [compl_compl, Pi.zero_apply] using hs)
      rw [card_compl, Fintype.card_fin] at hk
      exact ⟨k, by omega, by rw [e, level]⟩
  · rintro ⟨k, hk, hμ⟩
    obtain ⟨f, hne, hz, hr⟩ := exists_highestWeight (N := N) (k := k) (by omega)
    refine Module.End.hasEigenvalue_of_hasEigenvector (x := f)
      ⟨Module.End.mem_eigenspace_iff.mpr ?_, hne⟩
    funext s
    rw [classSum_of_raising f s fun t _ => hr t, Pi.smul_apply, smul_eq_mul]
    by_cases hs : s.card = k
    · rw [hs, hμ, level]
    · rw [hz s hs, mul_zero, mul_zero]

/-- Different `k` and `l` up to `⌊N/2⌋` give different numbers `C(N,2) - k(N+1-k)`. -/
theorem level_injective {k l : ℕ} (hk : k ≤ N / 2) (hl : l ≤ N / 2)
    (h : level N k = level N l) : k = l := by
  unfold level at h
  have e : ((k : ℂ) - l) * (N + 1 - (k + l)) = 0 := by linear_combination -h
  rcases mul_eq_zero.mp e with e | e
  · exact_mod_cast sub_eq_zero.mp e
  · have : N + 1 = k + l := by exact_mod_cast sub_eq_zero.mp e
    omega

end

end TranspositionSpectrum
```

```lean
#print axioms TranspositionSpectrum.hasEigenvalue_classSum_iff
-- 'TranspositionSpectrum.hasEigenvalue_classSum_iff' depends on axioms: [propext, Classical.choice, Quot.sound]
#print axioms TranspositionSpectrum.level_injective
-- 'TranspositionSpectrum.level_injective' depends on axioms: [propext, Classical.choice, Quot.sound]
```

## The spectrum as a set, without multiplicities

`hasEigenvalue_classSum_iff` says that, for every natural $N$ and complex $\mu$, `classSum N` has a nonzero eigenvector for $\mu$ exactly when $\mu$ is one of the listed numbers. `State N` assigns complex amplitudes to sets of down sites, numbered from 0, with no normalisation. `N / 2` is integer division, and `level N k` is $\lambda_k$, not an energy. $N=0$ is included, with the single eigenvalue 0. `level_injective` is step 6.

The theorems give neither degeneracies nor an eigenbasis. The link to $\mathbf S^2$ is Dirac's identity, which is used above but is no part of the formalisation.

The lemmas match the steps as follows:

- `raising_classSum` is step 1; `sum_equiv` relabels the sum.
- `classSum_of_raising` is step 2. Its `hstep` gives the $-f(s)$ for each down site. The array `A` splits each pair's contribution between its two orderings, `classSum_apply` writes $T$ as a sum over pairs $i<j$, `sum_pairs` turns this into the sum of all entries of `A`, and `hrow` adds up each row.
- `exists_level` is step 3, by strong induction on $m$.
- `exists_highestWeight` is the counting in step 5. The map `L` collects the amplitudes away from $k$ down spins and the raised amplitudes at $k-1$. Its target has smaller dimension than `State N`, so some nonzero state is sent to zero.
- The main theorem adds the flip of step 4 through set complements, then checks the eigenvector of step 5 at each configuration.
